# Short-range exchange in the uniform electron gas: closed form and small-a slope of the attenuation factor

**Q:** A range-separated LDA code takes the density n at a grid point, computes kF = (3π²n)^(1/3) and a = w/(2kF), and multiplies the Coulomb exchange energy density by a factor F(a). Here w is the screening parameter in erfc(wr)/r. What supports that multiplication?

**A:** For the spin-unpolarised uniform gas with plane-wave orbitals, F(a) is the ratio of short-range to full exchange. The file proves this for an exchange integral written in momentum space, then evaluates F. LDA applies the uniform-gas result at each local density.

```lean
import Mathlib

open Real Filter
open scoped Topology

namespace ShortRangeExchange

noncomputable section
```

The closed form needs the error function, defined here by its usual integral:

```lean
/-- The error function, as the normalised integral of a Gaussian from `0` to `x`. -/
def errorFn (x : ℝ) : ℝ := 2 / √π * ∫ t in (0:ℝ)..x, exp (-t ^ 2)
```

**Q:** Where are the Fermi spheres? I see only a polynomial coming next.

**A:** Exchange sums v(k − k′) over pairs of occupied states with the same spin. The pairs with k − k′ = q are counted by the overlap of the Fermi sphere with a copy displaced by q. Set q = 2kF x. The overlap consists of two equal caps, with volume

2π ∫ from kF x to kF of (kF² − z²) dz = 2π kF³ (2/3 − x + x³/3).

Dividing by the sphere volume 4πkF³/3 gives

S(x) = 1 − 3x/2 + x³/2, for 0 ≤ x ≤ 1.

`fermiOverlap` is S. The file takes the polynomial as its definition; the cap geometry is the reason for it.

```lean
/-- Fraction of the Fermi sphere shared with a copy displaced by `2 kF x`, for `0 ≤ x ≤ 1`. -/
def fermiOverlap (x : ℝ) : ℝ := 1 - 3 * x / 2 + x ^ 3 / 2
```

**Q:** And the interaction? I expected erfc(wr)/r.

**A:** It enters through its Fourier transform. The complementary part erf(wr)/r is the potential of a unit Gaussian charge, whose transform is exp(−q²/(4w²)). Subtracting that part from Coulomb leaves

v_SR(q) = (4π/q²)(1 − exp(−q²/(4w²))).

These are the two interactions, in atomic units:

```lean
/-- The Coulomb interaction in momentum space. -/
def coulomb (q : ℝ) : ℝ := 4 * π / q ^ 2

/-- The short-range interaction `erfc(w r)/r` in momentum space, for `w > 0`. -/
def shortRange (w q : ℝ) : ℝ := coulomb q * (1 - exp (-q ^ 2 / (4 * w ^ 2)))
```

In spherical coordinates the volume element d³q supplies the weight q² in the exchange integral, and the angular integral adds only a constant 4π. The omitted prefactor contains the sign, the volume and powers of kF, but does not depend on v, so it cancels in the ratio.

```lean
/-- Exchange integral of the uniform electron gas for the interaction `v`, without the
prefactor common to all interactions. -/
def exchange (kF : ℝ) (v : ℝ → ℝ) : ℝ :=
  ∫ q in (0:ℝ)..(2 * kF), q ^ 2 * v q * fermiOverlap (q / (2 * kF))
```

**Q:** Then F is this ratio by definition?

**A:** No. `attenuation` is defined separately, as an integral over x:

F(a) = (8/3) ∫₀¹ S(x)(1 − exp(−x²/(4a²))) dx.

```lean
/-- The short-range attenuation factor as an integral over the reduced momentum transfer. -/
def attenuation (a : ℝ) : ℝ :=
  8 / 3 * ∫ x in (0:ℝ)..1, fermiOverlap x * (1 - exp (-x ^ 2 / (4 * a ^ 2)))
```

That it equals the ratio is a theorem. Its normalisation comes from an antiderivative of S, namely x − 3x²/4 + x⁴/8, which equals 3/8 at x = 1.

```lean
/-- An antiderivative of the sphere overlap. -/
theorem hasDerivAt_overlap (x : ℝ) :
    HasDerivAt (fun x : ℝ => x - 3 / 4 * x ^ 2 + 1 / 8 * x ^ 4) (fermiOverlap x) x := by
  refine (((hasDerivAt_id' x).fun_sub ((hasDerivAt_pow 2 x).const_mul (3 / 4))).fun_add
    ((hasDerivAt_pow 4 x).const_mul (1 / 8))).congr_deriv ?_
  simp only [Nat.cast_ofNat, Nat.reduceSub, fermiOverlap]
  ring
```

**Q:** Show me the change of variables. Coulomb diverges at q = 0.

**A:** Multiply Coulomb by any filter s(q) and substitute q = 2kF x. Since q² · 4π/q² = 4π, the exchange integral becomes

8π kF ∫₀¹ S(x) s(2kF x) dx.

The proof follows the same two steps: `h` substitutes, and `h2` cancels q² for x in (0, 1], which suffices because a single endpoint does not affect the integral.

```lean
/-- Exchange for a Coulomb interaction multiplied by any momentum filter `s`, written in the
reduced momentum transfer `x = q/(2 kF)`. -/
theorem exchange_filtered {kF : ℝ} (hk : 0 < kF) (s : ℝ → ℝ) :
    exchange kF (fun q => coulomb q * s q) =
      8 * π * kF * ∫ x in (0:ℝ)..1, fermiOverlap x * s (2 * kF * x) := by
  -- substitute q = 2 kF x
  have h : exchange kF (fun q => coulomb q * s q) = 2 * kF * ∫ x in (0:ℝ)..1,
      (2 * kF * x) ^ 2 * (coulomb (2 * kF * x) * s (2 * kF * x))
        * fermiOverlap (2 * kF * x / (2 * kF)) := by
    have h0 := intervalIntegral.smul_integral_comp_mul_left (a := 0) (b := 1)
      (fun q => q ^ 2 * (coulomb q * s q) * fermiOverlap (q / (2 * kF))) (2 * kF)
    rw [mul_zero, mul_one] at h0
    exact h0.symm
  -- the volume element cancels the Coulomb singularity
  have h2 : (∫ x in (0:ℝ)..1, (2 * kF * x) ^ 2 * (coulomb (2 * kF * x) * s (2 * kF * x))
        * fermiOverlap (2 * kF * x / (2 * kF))) =
      ∫ x in (0:ℝ)..1, 4 * π * (fermiOverlap x * s (2 * kF * x)) := by
    apply intervalIntegral.integral_congr_ae
    refine Eventually.of_forall fun x hx => ?_
    rw [Set.uIoc_of_le zero_le_one] at hx
    have hx0 : 0 < x := hx.1
    have e1 : 2 * kF * x / (2 * kF) = x := by field_simp
    have e2 : (2 * kF * x) ^ 2 * coulomb (2 * kF * x) = 4 * π := by
      unfold coulomb
      field_simp
    rw [e1]
    linear_combination (s (2 * kF * x) * fermiOverlap x) * e2
  rw [h, h2, intervalIntegral.integral_const_mul]
  ring
```

With s = 1 the integral is 8π kF · 3/8 = 3π kF:

```lean
/-- The full Coulomb exchange integral is `3 π kF`. -/
theorem exchange_coulomb {kF : ℝ} (hk : 0 < kF) : exchange kF coulomb = 3 * π * kF := by
  have h := exchange_filtered hk (fun _ => 1)

  have hc : Continuous fermiOverlap := by
    unfold fermiOverlap
    fun_prop
  simp only [mul_one] at h
  rw [h, intervalIntegral.integral_eq_sub_of_hasDerivAt (fun x _ => hasDerivAt_overlap x)
    (hc.intervalIntegrable _ _)]
  ring
```

With s(q) = 1 − exp(−q²/(4w²)), the exponent becomes −(2kF x)²/(4w²) = −x²/(4a²). Dividing by 3π kF leaves the prefactor 8/3, and hence F(w/(2kF)).

```lean
/-- For `w > 0`, the ratio of short-range to full exchange in the uniform electron gas is the
attenuation factor at `a = w/(2 kF)`. -/
theorem exchange_ratio {kF w : ℝ} (hk : 0 < kF) :
    exchange kF (shortRange w) / exchange kF coulomb = attenuation (w / (2 * kF)) := by
  have h : exchange kF (shortRange w) = _ :=
    exchange_filtered hk (fun q => 1 - exp (-q ^ 2 / (4 * w ^ 2)))
  have e : ∀ x : ℝ, -(2 * kF * x) ^ 2 / (4 * w ^ 2) = -x ^ 2 / (4 * (w / (2 * kF)) ^ 2) := by
    intro x
    first | ring1 | field_simp
  simp only [e] at h
  have hne : 3 * π * kF ≠ 0 := by positivity
  rw [h, exchange_coulomb hk, attenuation, div_eq_iff hne]
  ring
```

**Q:** The theorem assumes kF > 0 but says nothing about w. Is that a flaw?

**A:** Read it for w > 0. At w = 0 Lean's division by zero makes both sides 0, whereas the physical ratio is 1, because erfc(0)/r is the full Coulomb interaction.

A slip to watch for in both derivation and code is the factor 2 in a. Some conventions use w/kF; inserting that value into this F doubles the argument, and with it the leading correction at small w.

**Q:** Now the closed form. How do you get it by hand?

**A:** Write G(x) = exp(−x²/(4a²)) and E = G(1). Three integrals over [0, 1] are needed:

∫ G dx = a√π erf(1/(2a))

∫ x G dx = 2a²(1 − E)

∫ x³ G dx = 8a⁴ − 2a²(1 + 4a²)E.

Combining them with weights 1, −3/2 and 1/2 gives

∫ S G dx = a [√π erf(1/(2a)) + (2a − 4a³)E − 3a + 4a³].

Since (8/3)∫S dx = 1, it follows that

F(a) = 1 − (8a/3)[√π erf(1/(2a)) + (2a − 4a³)E − 3a + 4a³].

The first integral rests on the derivative of the error function:

```lean
/-- The derivative of the error function at `x` is `2/√π * exp (-x^2)`. -/
theorem hasDerivAt_errorFn (x : ℝ) : HasDerivAt errorFn (2 / √π * exp (-x ^ 2)) x := by
  have hc : Continuous (fun t : ℝ => exp (-t ^ 2)) := by fun_prop
  exact (hc.integral_hasStrictDerivAt 0 x).hasDerivAt.const_mul (2 / √π)
```

The formal proof combines the three integrals into one antiderivative of the whole integrand. In `hd`, `h3` differentiates the error-function term, while `h1` and `h2` handle the Gaussian and its polynomial factor. Evaluating at 0 and 1 gives the formula, for every a > 0.

```lean
/-- Closed form of the short-range LDA exchange attenuation. -/
theorem attenuation_closed_form {a : ℝ} (ha : 0 < a) :
    attenuation a = 1 - 8 * a / 3 * (√π * errorFn (1 / (2 * a))
      + (2 * a - 4 * a ^ 3) * exp (-1 / (4 * a ^ 2)) - 3 * a + 4 * a ^ 3) := by
  have hs : √π ≠ 0 := (Real.sqrt_pos.mpr pi_pos).ne'
  have hi : a ^ 2 * (a ^ 2)⁻¹ = 1 := mul_inv_cancel₀ (by positivity)
  -- an antiderivative of the whole integrand
  have hd : ∀ x ∈ Set.uIcc (0:ℝ) 1, HasDerivAt
      (fun x : ℝ => x - 3 / 4 * x ^ 2 + 1 / 8 * x ^ 4 - a * √π * errorFn (x / (2 * a))
        - (3 * a ^ 2 - 4 * a ^ 4 - a ^ 2 * x ^ 2) * exp (-x ^ 2 / (4 * a ^ 2)))
      (fermiOverlap x * (1 - exp (-x ^ 2 / (4 * a ^ 2)))) x := by
    intro x _
    have h1 : HasDerivAt (fun x : ℝ => -x ^ 2 / (4 * a ^ 2)) (-(2 * x) / (4 * a ^ 2)) x :=
      ((hasDerivAt_pow 2 x).fun_neg.div_const (4 * a ^ 2)).congr_deriv (by norm_num)
    have h2 : HasDerivAt (fun x : ℝ => 3 * a ^ 2 - 4 * a ^ 4 - a ^ 2 * x ^ 2)
        (-(a ^ 2 * (2 * x))) x :=
      (((hasDerivAt_pow 2 x).const_mul (a ^ 2)).const_sub _).congr_deriv (by norm_num)
    have h3 : HasDerivAt (fun x : ℝ => a * √π * errorFn (x / (2 * a)))
        (exp (-x ^ 2 / (4 * a ^ 2))) x := by
      refine (((hasDerivAt_errorFn (x / (2 * a))).comp x
        ((hasDerivAt_id' x).div_const (2 * a))).const_mul (a * √π)).congr_deriv ?_
      have e : -(x / (2 * a)) ^ 2 = -x ^ 2 / (4 * a ^ 2) := by ring
      rw [e]
      generalize exp (-x ^ 2 / (4 * a ^ 2)) = u
      field_simp
    refine (((hasDerivAt_overlap x).fun_sub h3).fun_sub (h2.fun_mul h1.exp)).congr_deriv ?_
    simp only [fermiOverlap]
    linear_combination
      (exp (-x ^ 2 / (4 * a ^ 2)) * (x / 2) * (3 - 4 * a ^ 2 - x ^ 2)) * hi
  have hc : Continuous
      (fun x : ℝ => fermiOverlap x * (1 - exp (-x ^ 2 / (4 * a ^ 2)))) := by
    unfold fermiOverlap
    fun_prop
  have e0 : exp (-(0:ℝ) ^ 2 / (4 * a ^ 2)) = 1 := by simp
  have e1 : -(1:ℝ) ^ 2 / (4 * a ^ 2) = -1 / (4 * a ^ 2) := by rw [one_pow]
  have e2 : errorFn (0 / (2 * a)) = 0 := by simp [errorFn]
  rw [attenuation, intervalIntegral.integral_eq_sub_of_hasDerivAt hd (hc.intervalIntegrable _ _)]
  simp only [e0, e1, e2]
  ring
```

**Q:** Can a code use that expression as it stands?

**A:** At moderate a, yes. At large a it subtracts terms of order a⁴ to leave a small number: expanding the exponential in the integral by hand gives F ≈ 1/(36a²). In floating-point arithmetic the digits cancel, so a low-density grid point calls for a series in 1/a² instead.

**Q:** And at small a, where screening barely acts?

**A:** Divide the closed form by a:

(1 − F(a))/a = (8/3)[√π erf(1/(2a)) + (2a − 4a³)E − 3a + 4a³].

As a → 0 from above, 1/(2a) → ∞ and the error function tends to 1. That limit comes from the half-line Gaussian integral, √π/2:

```lean
/-- The error function tends to one at infinity. -/
theorem errorFn_tendsto : Tendsto errorFn atTop (𝓝 1) := by
  have hs : √π ≠ 0 := (Real.sqrt_pos.mpr pi_pos).ne'
  have h := MeasureTheory.intervalIntegral_tendsto_integral_Ioi (0:ℝ)
    (integrable_exp_neg_mul_sq (one_pos : (0:ℝ) < 1)).integrableOn tendsto_id
  rw [integral_gaussian_Ioi] at h
  simp only [neg_mul, one_mul, div_one, id] at h
  have h2 := h.const_mul (2 / √π)
  have e : 2 / √π * (√π / 2) = 1 := by field_simp
  rw [e] at h2
  exact h2
```

The other terms vanish. For the one containing E, it is enough that 0 < E ≤ 1 and that its prefactor tends to zero. The limit is therefore 8√π/3, so F(a) ≈ 1 − (8√π/3)a at high density or small w.

In the proof, `h1`, `h2` and `h3` are the limits of the three groups of terms, and `𝓝[>] 0` means that a approaches zero through positive values only.

```lean
/-- As `a` tends to zero from above, `(1 - F(a))/a` tends to `8 √π / 3`. -/
theorem attenuation_slope :
    Tendsto (fun a => (1 - attenuation a) / a) (𝓝[>] 0) (𝓝 (8 * √π / 3)) := by
  have hinv : Tendsto (fun a : ℝ => 1 / (2 * a)) (𝓝[>] 0) atTop := by
    have e : (fun a : ℝ => 1 / (2 * a)) = fun a => (1 / 2) * a⁻¹ := by
      funext a
      ring
    rw [e]
    exact Tendsto.const_mul_atTop (by norm_num) tendsto_inv_nhdsGT_zero
  have h1 := (errorFn_tendsto.comp hinv).const_mul (√π)
  -- the Gaussian term is bounded by its vanishing prefactor
  have h2 : Tendsto (fun a : ℝ => (2 * a - 4 * a ^ 3) * exp (-1 / (4 * a ^ 2)))
      (𝓝[>] 0) (𝓝 0) := by
    have hc : Continuous (fun a : ℝ => |2 * a - 4 * a ^ 3|) := by fun_prop
    refine squeeze_zero_norm (fun a => ?_)
      ((hc.tendsto' 0 0 (by simp)).mono_left nhdsWithin_le_nhds)
    have hle : exp (-1 / (4 * a ^ 2)) ≤ 1 :=
      Real.exp_le_one_iff.mpr (div_nonpos_of_nonpos_of_nonneg (by norm_num) (by positivity))
    rw [Real.norm_eq_abs, abs_mul, abs_of_pos (exp_pos _)]
    exact mul_le_of_le_one_right (abs_nonneg _) hle
  have hc3 : Continuous (fun a : ℝ => -3 * a + 4 * a ^ 3) := by fun_prop
  have h3 : Tendsto (fun a : ℝ => -3 * a + 4 * a ^ 3) (𝓝[>] 0) (𝓝 0) :=
    (hc3.tendsto' 0 0 (by simp)).mono_left nhdsWithin_le_nhds
  have h4 := ((h1.add h2).add h3).const_mul (8 / 3)
  have e : 8 / 3 * (√π * 1 + 0 + 0) = 8 * √π / 3 := by ring
  rw [e] at h4
  refine h4.congr' ?_
  filter_upwards [self_mem_nhdsWithin] with a ha
  have ha' : 0 < a := ha
  rw [attenuation_closed_form ha', eq_div_iff ha'.ne']
  simp only [Function.comp_apply]
  ring

end

end ShortRangeExchange
```

```lean
#print axioms ShortRangeExchange.exchange_ratio
#print axioms ShortRangeExchange.attenuation_closed_form
#print axioms ShortRangeExchange.attenuation_slope
```

```
'ShortRangeExchange.exchange_ratio' depends on axioms: [propext, Classical.choice, Quot.sound]
'ShortRangeExchange.attenuation_closed_form' depends on axioms: [propext, Classical.choice, Quot.sound]
'ShortRangeExchange.attenuation_slope' depends on axioms: [propext, Classical.choice, Quot.sound]
```

**Q:** So what should I not read into this for a molecule?

**A:** That its short-range exchange is exactly F times its full exchange. The ratio belongs to the uniform gas; using it with a varying density is the local-density approximation, and its error has to be judged separately.
